# Landau-Zener sweep in the strong-dephasing rate equation: the final transition probability is $(1-e^{-4\pi J^2/v})/2$ for every dephasing rate

A two-level system is driven through a level crossing while its environment scrambles the relative phase of the two states. Without the environment, the Landau-Zener formula gives the probability of transfer from one state to the other. How much population is transferred when the phase is lost almost as soon as it builds up?

Let $t$ be time, $v>0$ the speed at which the energy difference $vt$ is swept, $J$ the real coupling and $G>0$ the dephasing rate, with $\hbar=1$. The Hamiltonian is $H(t)=\tfrac{vt}{2}\sigma_z+J\sigma_x$. The two states are the eigenstates of $\sigma_z$, called diabatic, whose energies $\pm vt/2$ cross at $t=0$; they are not the instantaneous eigenstates of $H(t)$. All populations and transition probabilities below refer to the diabatic states.

```lean
import Mathlib

open Filter Topology Real ComplexConjugate

namespace DephasedLandauZener

noncomputable section

/-- The Landau-Zener Hamiltonian `(v t / 2) σz + J σx` at time `t`, with `ħ = 1`. -/
def hamiltonian (J v t : ℝ) : Matrix (Fin 2) (Fin 2) ℂ :=
  !![(v * t / 2 : ℂ), (J : ℂ); (J : ℂ), -(v * t / 2 : ℂ)]
```

The density matrix $\rho$ changes by the commutator with $H$ and by decay of its off-diagonal entries. The constant $G$ stands for fast noise in the energy difference, with no memory and no energy relaxation.

```lean
/-- The time derivative of the density matrix: unitary motion plus decay of the coherences
at the dephasing rate `G`. -/
def generator (J v G t : ℝ) (ρ : Matrix (Fin 2) (Fin 2) ℂ) : Matrix (Fin 2) (Fin 2) ℂ :=
  (-Complex.I) • (hamiltonian J v t * ρ - ρ * hamiltonian J v t)
    - (G : ℂ) • !![0, ρ 0 1; ρ 1 0, 0]
```

Lean numbers the states 0 and 1. The population of state 1, the "second state", is $q$, and the coherence is $c=\rho_{01}$. The definition makes $\rho$ Hermitian with unit trace; it doesn't impose positivity.

```lean
/-- The density matrix with population `q` in the second state and coherence `c`. -/
def density (q : ℝ) (c : ℂ) : Matrix (Fin 2) (Fin 2) ℂ :=
  !![1 - (q : ℂ), c; conj c, (q : ℂ)]
```

Three real functions carry the calculation. The first is the transfer rate
$$w(t)=\frac{2J^2G}{G^2+v^2t^2}.$$

```lean
/-- The Lorentzian transfer rate between the two states at time `t`. -/
def rate (J v G t : ℝ) : ℝ := 2 * J ^ 2 * G / (G ^ 2 + v ^ 2 * t ^ 2)
```

The second is the rate accumulated since the far past,
$$W(t)=\frac{2J^2}{v}\left(\arctan\frac{vt}{G}+\frac{\pi}{2}\right).$$

```lean
/-- The transfer rate accumulated from the far past up to time `t`, in closed form. -/
def accumulatedRate (J v G t : ℝ) : ℝ := 2 * J ^ 2 / v * (arctan (v * t / G) + π / 2)
```

The third is the proposed population for a sweep that starts from $q_0$, namely $\tfrac12-(\tfrac12-q_0)e^{-2W(t)}$.

```lean
/-- The population of the second state at time `t` for a sweep that starts with
population `q₀`. -/
def sweptPopulation (J v G q₀ t : ℝ) : ℝ :=
  1 / 2 - (1 / 2 - q₀) * Real.exp (-2 * accumulatedRate J v G t)
```

## (a) From stationary coherence to a rate equation

**Task.** Show that at any instant when $\dot c=0$, the population obeys $\dot q=w(t)(1-2q)$.

**Solution.** The matrix products give
$$\dot c=-(G+ivt)c+iJ(1-2q),\qquad \dot q=-iJ(c-\bar c)=2J\,\mathrm{Im}\,c.$$
Write $c=x+iy$. The real and imaginary parts of $\dot c=0$ are
$$vt\,y-Gx=0,\qquad vt\,x+Gy=J(1-2q).$$
Multiply the first by $vt$ and the second by $G$, then add. The terms in $x$ cancel, leaving $(G^2+v^2t^2)y=GJ(1-2q)$. Hence $\dot q=2Jy=w(t)(1-2q)$.

In Lean, `h01` and `h11` are the two matrix entries, `hre` and `him` the two real equations, and `linear_combination` adds them with these multipliers and a common factor $2J$.

The theorem concerns a single instant. Using its conclusion at all times is an approximation, reasonable when $G\gg|J|$ and $G^2\gg v$, so that the coherence follows the slower changes in population and energy difference. In (d), (f) and (g) the rate equation is a hypothesis; in (e) it is verified for the closed formula.

```lean
/-- When the coherence is stationary, the population of the second state changes at the
Lorentzian rate times the population difference. -/
theorem rate_of_stationary_coherence {J v G t q : ℝ} {c : ℂ} (hG : 0 < G)
    (h : generator J v G t (density q c) 0 1 = 0) :
    generator J v G t (density q c) 1 1 = ((rate J v G t * (1 - 2 * q) : ℝ) : ℂ) := by
  have h01 : generator J v G t (density q c) 0 1
      = -((G : ℂ) + Complex.I * v * t) * c + Complex.I * J * (1 - 2 * q) := by
    simp [generator, hamiltonian, density]
    ring
  have h11 : generator J v G t (density q c) 1 1
      = -Complex.I * (J * c - conj c * J) := by
    simp [generator, hamiltonian, density]
    ring
  rw [h01] at h
  -- real and imaginary parts of the stationarity condition
  have hre : v * t * c.im - G * c.re = 0 := by
    have h' := congrArg Complex.re h
    simp at h'
    linarith
  have him : v * t * c.re + G * c.im = J * (1 - 2 * q) := by
    have h' := congrArg Complex.im h
    simp at h'
    linarith
  have hD : G ^ 2 + v ^ 2 * t ^ 2 ≠ 0 := by positivity
  have hpop : 2 * J * c.im = rate J v G t * (1 - 2 * q) := by
    unfold rate
    rw [div_mul_eq_mul_div, eq_div_iff hD]
    linear_combination (2 * J * v * t) * hre + (2 * J * G) * him
  rw [h11, ← hpop]
  apply Complex.ext <;> simp <;> ring
```

## (b) The derivative of the accumulated rate

**Task.** Show that $W'(t)=w(t)$.

**Solution.** By the chain rule,
$$W'(t)=\frac{2J^2}{v}\cdot\frac{v/G}{1+v^2t^2/G^2}=\frac{2J^2G}{G^2+v^2t^2}.$$
Lean builds the same derivative from the inner function `v * s / G` outwards; the equation `e` puts the denominator over $G^2$.

```lean
/-- The accumulated rate has the transfer rate as its time derivative. -/
theorem hasDerivAt_accumulatedRate (J : ℝ) {v G : ℝ} (hv : 0 < v) (hG : 0 < G) (t : ℝ) :
    HasDerivAt (accumulatedRate J v G) (rate J v G t) t := by
  have h1 : HasDerivAt (fun s : ℝ => v * s / G) (v / G) t :=
    (((hasDerivAt_id' t).const_mul v).div_const G).congr_deriv (by ring)
  have h2 := (h1.arctan.add_const (π / 2)).const_mul (2 * J ^ 2 / v)
  refine h2.congr_deriv ?_
  have hD : G ^ 2 + v ^ 2 * t ^ 2 ≠ 0 := by positivity
  have e : 1 + (v * t / G) ^ 2 = (G ^ 2 + v ^ 2 * t ^ 2) / G ^ 2 := by
    field_simp
  unfold rate
  rw [e]
  field_simp
```

## (c) The total transfer rate

**Task.** Find the limits of $W$ in the far past and the far future.

**Solution.** Since $v/G>0$, the argument $vt/G$ tends to $\mp\infty$ as $t\to\mp\infty$, and the arctangent tends to $\mp\pi/2$. Therefore
$$W(t)\to0\quad(t\to-\infty),\qquad W(t)\to\frac{2J^2}{v}\,\pi=\frac{2\pi J^2}{v}\quad(t\to+\infty).$$
The dephasing rate has disappeared: a larger $G$ makes the Lorentzian lower and wider at fixed area. In the code, `atBot` and `atTop` are the two ends of the time axis, and `Tendsto` with `𝓝` states a limit.

```lean
/-- The accumulated rate vanishes in the far past and tends to `2 π J² / v` in the
far future. -/
theorem accumulatedRate_limits (J : ℝ) {v G : ℝ} (hv : 0 < v) (hG : 0 < G) :
    Tendsto (accumulatedRate J v G) atBot (𝓝 0) ∧
    Tendsto (accumulatedRate J v G) atTop (𝓝 (2 * π * J ^ 2 / v)) := by
  constructor
  · have h : Tendsto (fun t : ℝ => v * t / G) atBot atBot :=
      (Filter.Tendsto.const_mul_atBot (div_pos hv hG) tendsto_id).congr
        (fun t => by simp only [id]; ring)
    have h2 := (((tendsto_arctan_atBot.mono_right nhdsWithin_le_nhds).comp h).add_const
      (π / 2)).const_mul (2 * J ^ 2 / v)
    rw [show 2 * J ^ 2 / v * (-(π / 2) + π / 2) = 0 by ring] at h2
    exact h2
  · have h : Tendsto (fun t : ℝ => v * t / G) atTop atTop :=
      (Filter.Tendsto.const_mul_atTop (div_pos hv hG) tendsto_id).congr
        (fun t => by simp only [id]; ring)
    have h2 := (((tendsto_arctan_atTop.mono_right nhdsWithin_le_nhds).comp h).add_const
      (π / 2)).const_mul (2 * J ^ 2 / v)
    rw [show 2 * J ^ 2 / v * (π / 2 + π / 2) = 2 * π * J ^ 2 / v by ring] at h2
    exact h2
```

## (d) The population at every time

**Task.** Let $q$ satisfy $q'=w(1-2q)$ on the whole real line, with $q\to q_0$ as $t\to-\infty$. Determine $q(t)$.

**Solution.** Multiply the population difference by $e^{2W}$:
$$\frac{d}{dt}\left[(1-2q)e^{2W}\right]=\left[-2w(1-2q)+2w(1-2q)\right]e^{2W}=0.$$
The product is constant. In the far past it tends to $(1-2q_0)e^0$, so
$$(1-2q(t))e^{2W(t)}=1-2q_0,\qquad q(t)=\tfrac12-(\tfrac12-q_0)e^{-2W(t)}.$$

The hypothesis `hq` is the differential equation at each time, and `h0` is the initial condition. In the proof, `hd` is the zero derivative, `hc` the constancy and `hl` the limit in the far past.

The proof turns on `tendsto_nhds_unique`. The initial condition sits at $t=-\infty$, where there is no value of $q$ to substitute. This Mathlib lemma says that a function has at most one limit along a nontrivial filter, provided that it takes values in a Hausdorff space. The conserved product tends to its value at time $t$, because it is constant, and to $1-2q_0$, by `hl`. The lemma equates the two, which gives `hk`; the final `linear_combination` solves for $q(t)$.

```lean
/-- A population that obeys the rate equation and starts from `q₀` in the far past is
given at every time by the closed formula `sweptPopulation`. -/
theorem population_eq {J v G q₀ : ℝ} {q : ℝ → ℝ} (hv : 0 < v) (hG : 0 < G)
    (hq : ∀ t, HasDerivAt q (rate J v G t * (1 - 2 * q t)) t)
    (h0 : Tendsto q atBot (𝓝 q₀)) (t : ℝ) : q t = sweptPopulation J v G q₀ t := by
  -- the population difference times the integrating factor is conserved
  have hd : ∀ s, HasDerivAt
      (fun s => (1 - 2 * q s) * Real.exp (2 * accumulatedRate J v G s)) 0 s := by
    intro s
    have h1 : HasDerivAt (fun s => 1 - 2 * q s)
        (-(2 * (rate J v G s * (1 - 2 * q s)))) s := ((hq s).const_mul 2).const_sub 1
    have h2 : HasDerivAt (fun s => Real.exp (2 * accumulatedRate J v G s))
        (Real.exp (2 * accumulatedRate J v G s) * (2 * rate J v G s)) s :=
      ((hasDerivAt_accumulatedRate J hv hG s).const_mul 2).exp
    exact (h1.fun_mul h2).congr_deriv (by ring)
  have hc : ∀ s, (1 - 2 * q s) * Real.exp (2 * accumulatedRate J v G s)
      = (1 - 2 * q t) * Real.exp (2 * accumulatedRate J v G t) := fun s =>
    is_const_of_deriv_eq_zero (fun x => (hd x).differentiableAt) (fun x => (hd x).deriv) s t
  -- its value is read off in the far past
  have hl : Tendsto (fun s => (1 - 2 * q s) * Real.exp (2 * accumulatedRate J v G s))
      atBot (𝓝 ((1 - 2 * q₀) * Real.exp (2 * 0))) :=
    ((h0.const_mul 2).const_sub 1).mul ((Real.continuous_exp.tendsto _).comp
      ((accumulatedRate_limits J hv hG).1.const_mul 2))
  have hk := tendsto_nhds_unique (tendsto_const_nhds.congr (fun s => (hc s).symm)) hl
  rw [mul_zero, Real.exp_zero, mul_one] at hk
  have he : Real.exp (2 * accumulatedRate J v G t)
      * Real.exp (-2 * accumulatedRate J v G t) = 1 := by
    rw [← Real.exp_add, show 2 * accumulatedRate J v G t
      + -2 * accumulatedRate J v G t = 0 by ring, Real.exp_zero]
  unfold sweptPopulation
  linear_combination (-Real.exp (-2 * accumulatedRate J v G t) / 2) * hk
    + ((1 - 2 * q t) / 2) * he
```

## (e) A solution exists

**Task.** Verify that the formula found in (d) satisfies both the equation and the initial condition.

**Solution.** Differentiation gives
$$q'=2w(\tfrac12-q_0)e^{-2W}=w(1-2q),$$
because $1-2q=2(\tfrac12-q_0)e^{-2W}$. As $t\to-\infty$, $W\to0$ and $q\to\tfrac12-(\tfrac12-q_0)=q_0$. With (d), this is the only solution for the given $q_0$. The Lean proof differentiates the closed formula using (b) and takes its limit using (c).

```lean
/-- The closed formula `sweptPopulation` obeys the rate equation and tends to `q₀` in the
far past. -/
theorem population_witness (J q₀ : ℝ) {v G : ℝ} (hv : 0 < v) (hG : 0 < G) :
    (∀ t, HasDerivAt (sweptPopulation J v G q₀)
      (rate J v G t * (1 - 2 * sweptPopulation J v G q₀ t)) t) ∧
    Tendsto (sweptPopulation J v G q₀) atBot (𝓝 q₀) := by
  constructor
  · intro t
    have h := ((((hasDerivAt_accumulatedRate J hv hG t).const_mul (-2)).exp).const_mul
      (1 / 2 - q₀)).const_sub (1 / 2)
    refine h.congr_deriv ?_
    unfold sweptPopulation
    ring
  · have h := (((Real.continuous_exp.tendsto _).comp
      ((accumulatedRate_limits J hv hG).1.const_mul (-2))).const_mul
      (1 / 2 - q₀)).const_sub (1 / 2)
    rw [mul_zero, Real.exp_zero, show 1 / 2 - (1 / 2 - q₀) * 1 = q₀ by ring] at h
    exact h
```

## (f) The end of the sweep for any initial population

**Task.** Find the limit of $q$ as $t\to+\infty$.

**Solution.** Insert $W\to2\pi J^2/v$ into the formula from (d):
$$q(t)\to\tfrac12-(\tfrac12-q_0)e^{-4\pi J^2/v}.$$
The deviation from one half shrinks by a factor that depends only on $J^2/v$. Lean takes the limit of the closed formula and transfers it to $q$ with `population_eq`. The theorem accepts any real $q_0$; a physical population lies between 0 and 1.

```lean
/-- For a population that obeys the rate equation, the deviation from one half shrinks over the full
sweep by the factor `exp (-4 π J² / v)`, whatever the initial population and the positive dephasing
rate in that equation. -/
theorem final_population {J v G q₀ : ℝ} {q : ℝ → ℝ} (hv : 0 < v) (hG : 0 < G)
    (hq : ∀ t, HasDerivAt q (rate J v G t * (1 - 2 * q t)) t)
    (h0 : Tendsto q atBot (𝓝 q₀)) :
    Tendsto q atTop (𝓝 (1 / 2 - (1 / 2 - q₀) * Real.exp (-4 * π * J ^ 2 / v))) := by
  have h := (((Real.continuous_exp.tendsto _).comp
    ((accumulatedRate_limits J hv hG).2.const_mul (-2))).const_mul
    (1 / 2 - q₀)).const_sub (1 / 2)
  rw [show -2 * (2 * π * J ^ 2 / v) = -4 * π * J ^ 2 / v by ring] at h
  exact h.congr (fun t => (population_eq hv hG hq h0 t).symm)
```

## (g) The dephased transition probability

**Task.** Specialise to a second state that is empty in the far past.

**Solution.** With $q_0=0$,
$$q(t)\to\tfrac12-\tfrac12e^{-4\pi J^2/v}=\frac{1-e^{-4\pi J^2/v}}{2}.$$
This holds for $J=0$ too, where nothing is transferred. For a simulation of a single two-level system under strong, memoryless pure dephasing, it supplies a limiting value for comparison, provided that the sweep starts and ends far from the crossing, at times with $v|t|\gg G$.

```lean
/-- The Landau-Zener formula of the strong-dephasing rate equation: if the population of the second
state obeys that equation and vanishes in the far past, it tends to `(1 - exp (-4 π J² / v)) / 2` in
the far future. -/
theorem dephased_landau_zener {J v G : ℝ} {q : ℝ → ℝ} (hv : 0 < v) (hG : 0 < G)
    (hq : ∀ t, HasDerivAt q (rate J v G t * (1 - 2 * q t)) t)
    (h0 : Tendsto q atBot (𝓝 0)) :
    Tendsto q atTop (𝓝 ((1 - Real.exp (-4 * π * J ^ 2 / v)) / 2)) := by
  have h := final_population hv hG hq h0
  rwa [show 1 / 2 - (1 / 2 - 0) * Real.exp (-4 * π * J ^ 2 / v)
    = (1 - Real.exp (-4 * π * J ^ 2 / v)) / 2 by ring] at h
```

## (h) Comparison with the coherent sweep

**Task.** Let $P=1-e^{-2\pi J^2/v}$ be the coherent Landau-Zener probability. Express the dephased probability through $P$, and show that it is smaller when $J\neq0$.

The file introduces $P$ as a definition and does not derive it from the Schrödinger equation.

```lean
/-- The coherent Landau-Zener transition probability `1 - exp (-2 π J² / v)`. -/
def coherentProbability (J v : ℝ) : ℝ := 1 - Real.exp (-2 * π * J ^ 2 / v)
```

**Solution.** Let $x$ now stand for $e^{-2\pi J^2/v}$, no longer for the real part of $c$, so that $P=1-x$ and $e^{-4\pi J^2/v}=x^2$. Then
$$\frac{1-x^2}{2}=\frac{(1-x)(1+x)}{2}=\frac{P(2-P)}{2}=P-\frac{P^2}{2}.$$
If $J\neq0$, then $x<1$ and $P>0$, so the dephased value lies below $P$ by $P^2/2>0$. In Lean, `hsq` identifies the square, `hlt` is $x<1$, and `nlinarith` uses $(1-x)^2>0$.

**A numerical case.** Choose $J^2/v=\ln2/(2\pi)\approx0.110$, which makes $x=\tfrac12$. The coherent probability is $P=\tfrac12$, and the dephased one is
$$\frac{1-\tfrac14}{2}=\frac38=\frac12-\frac18.$$
At the crossing, $t=0$, half of the total rate has accumulated: $W(0)=\pi J^2/v=\tfrac12\ln2$. The population there is $\tfrac12(1-\tfrac12)=\tfrac14$, again whatever the value of $G$.

```lean
/-- For nonzero coupling, the dephased probability equals `P - P² / 2` in terms of the coherent
probability `P`, and it is strictly smaller than `P`. -/
theorem dephased_lt_coherent {J v : ℝ} (hJ : J ≠ 0) (hv : 0 < v) :
    (1 - Real.exp (-4 * π * J ^ 2 / v)) / 2
      = coherentProbability J v - coherentProbability J v ^ 2 / 2 ∧
    (1 - Real.exp (-4 * π * J ^ 2 / v)) / 2 < coherentProbability J v := by
  have hsq : Real.exp (-4 * π * J ^ 2 / v) = Real.exp (-2 * π * J ^ 2 / v) ^ 2 := by
    rw [sq (Real.exp (-2 * π * J ^ 2 / v)), ← Real.exp_add]
    congr 1
    ring
  have hpos : 0 < 2 * π * J ^ 2 / v := by positivity
  have hneg : -2 * π * J ^ 2 / v < 0 := by
    rw [show -2 * π * J ^ 2 / v = -(2 * π * J ^ 2 / v) by ring]
    linarith
  have hlt : Real.exp (-2 * π * J ^ 2 / v) < 1 := Real.exp_lt_one_iff.mpr hneg
  unfold coherentProbability
  rw [hsq]
  constructor
  · ring
  · nlinarith [mul_pos (sub_pos.mpr hlt) (sub_pos.mpr hlt)]

end

end DephasedLandauZener
```

```lean
#print axioms DephasedLandauZener.rate_of_stationary_coherence
#print axioms DephasedLandauZener.dephased_landau_zener
#print axioms DephasedLandauZener.dephased_lt_coherent
```

```
'DephasedLandauZener.rate_of_stationary_coherence' depends on axioms: [propext, Classical.choice, Quot.sound]
'DephasedLandauZener.dephased_landau_zener' depends on axioms: [propext, Classical.choice, Quot.sound]
'DephasedLandauZener.dephased_lt_coherent' depends on axioms: [propext, Classical.choice, Quot.sound]
```
